# A neutron slower than sound cannot reach the sound line at small nonzero momentum transfer

## Choosing the incident wavenumber

Before a simulated sound mode is compared with neutron data, one checks at which momentum transfers the chosen incident neutrons can reach the sound line. Take an undamped mode with linear dispersion whose wavevector is the whole transfer, with no reciprocal-lattice vector added. For neutrons slower than sound, these transfers start at a strictly positive value, given below.

A neutron of mass $m$ scatters from wavevector $k$ to $p\neq k$. It exchanges one sound quantum whose wavevector is the transfer, of length $q=\|k-p\|>0$. With $c$ the speed of sound, that is, the slope of the dispersion, energy conservation reads

$$\left|\frac{\hbar^2\|k\|^2}{2m}-\frac{\hbar^2\|p\|^2}{2m}\right| = c\hbar q .$$

Let $\kappa=mc/\hbar$, the wavenumber of a neutron moving at speed $c$. Dividing by $\hbar^2/2m$ gives

$$\bigl|\|k\|^2-\|p\|^2\bigr| = 2\kappa q,$$

and the neutron is slower than sound, $\hbar\|k\|/m<c$, exactly when $\|k\|<\kappa$.

## Energy gain and the window of transfers

Let $\|k\|<\kappa$ and suppose that $\|p\|\le\|k\|$. Since $\|k\|-\|p\|\le q$,

$$2\kappa q=(\|k\|-\|p\|)(\|k\|+\|p\|)\le 2\|k\|q,$$

so $\kappa\le\|k\|$, a contradiction. The neutron therefore gains energy, and $\|p\|^2=\|k\|^2+2\kappa q$.

The triangle inequality $\|p\|\le\|k\|+q$, squared, gives $2\kappa q\le 2\|k\|q+q^2$. Likewise $|q-\|k\||\le\|p\|$ gives $q^2-2\|k\|q\le2\kappa q$. Dividing both by $q$,

$$2(\kappa-\|k\|)\le q\le 2(\kappa+\|k\|).$$

With $\hbar=m=1$ the lower bound is $2(c-\|k\|)$.

## Every transfer in the window occurs

Write $p=k+Q$ with $\|Q\|=q$. Then $\|p\|^2=\|k\|^2+2\,k\cdot Q+q^2$, so the energy-gain condition fixes the projection:

$$k\cdot Q=r,\qquad r=\tfrac12 q(2\kappa-q).$$

The window is equivalent to $|r|\le q\|k\|$. Given a unit vector $e\perp k$ and $k\ne0$, take $Q=ak+be$ with $a=r/\|k\|^2$ and $b^2=q^2-a^2\|k\|^2\ge0$. If $k=0$, then $r=0$ and $Q=qe$ works.

For energy loss the projection is $r=-\tfrac12q(2\kappa+q)$, and $|r|\le q\|k\|$ becomes $q\le2(\|k\|-\kappa)$. A neutron faster than sound thus reaches arbitrarily small transfers.

## A neutron at rest, and a neutron that is too fast

For $k=0$ the window shrinks to the single value $q=2\kappa$: a neutron at rest can absorb only a quantum of that wavenumber.

The speed condition is needed for the energy gain. With $\hbar=m=c=1$, $\|k\|=2$ and $p=0$, both sides of the energy balance equal 2, yet the neutron loses energy.

## The statement in Lean

`OnSoundLine` is the energy balance above, and `soundWavenumber` is $\kappa$. The theorems about neutrons take `hbar` and `m` positive. `fast_sound_window` gives the energy gain and both bounds; it uses only a norm, so it covers real inner-product spaces of any dimension. `fast_sound_reachable_iff` adds the converse for $q>0$, given a unit vector `e` perpendicular to `k`, which exists in every space of dimension at least two.

The sound-line condition is assumed, not derived from a scattering theory. Intensities, damping, curved dispersion, reciprocal-lattice vectors and the detector's angular range do not enter.

```lean
import Mathlib

open scoped InnerProductSpace

namespace NeutronFastSound

noncomputable section

variable {V : Type*} [NormedAddCommGroup V]

/-- Kinetic energy of a neutron of mass `m ≠ 0` and wavevector `k`. -/
def kineticEnergy (hbar m : ℝ) (k : V) : ℝ := hbar ^ 2 * ‖k‖ ^ 2 / (2 * m)

/-- Speed of a neutron of mass `m` and wavevector `k`, for positive `hbar` and `m`. -/
def speed (hbar m : ℝ) (k : V) : ℝ := hbar * ‖k‖ / m

/-- Wavenumber of a neutron that moves at the speed of sound `c`, for positive `hbar` and `m` and
`c ≥ 0`. -/
def soundWavenumber (hbar m c : ℝ) : ℝ := m * c / hbar

/-- Scattering from `k` to `p` lies on the sound line: the energy exchanged is that of a
sound quantum whose wavevector is the wavevector transfer. -/
def OnSoundLine (hbar m c : ℝ) (k p : V) : Prop :=
  |kineticEnergy hbar m k - kineticEnergy hbar m p| = c * (hbar * ‖k - p‖)

/-- For positive `hbar` and mass, a neutron is slower than sound exactly when its wavenumber
is below that of a neutron moving at the speed of sound. -/
theorem speed_lt_iff {hbar m c : ℝ} (hh : 0 < hbar) (hm : 0 < m) (k : V) :
    speed hbar m k < c ↔ ‖k‖ < soundWavenumber hbar m c := by
  unfold speed soundWavenumber
  rw [div_lt_iff₀ hm, lt_div_iff₀ hh]
  constructor <;> intro h <;> linarith

/-- For positive `hbar` and mass, the sound-line condition is a relation between
wavenumbers alone. -/
theorem onSoundLine_iff {hbar m c : ℝ} (hh : 0 < hbar) (hm : 0 < m) (k p : V) :
    OnSoundLine hbar m c k p ↔
      |‖k‖ ^ 2 - ‖p‖ ^ 2| = 2 * soundWavenumber hbar m c * ‖k - p‖ := by
  unfold OnSoundLine kineticEnergy soundWavenumber
  have hpos : 0 < hbar ^ 2 / (2 * m) := by positivity
  have h1 : hbar ^ 2 * ‖k‖ ^ 2 / (2 * m) - hbar ^ 2 * ‖p‖ ^ 2 / (2 * m)
      = hbar ^ 2 / (2 * m) * (‖k‖ ^ 2 - ‖p‖ ^ 2) := by ring
  have h2 : c * (hbar * ‖k - p‖)
      = hbar ^ 2 / (2 * m) * (2 * (m * c / hbar) * ‖k - p‖) := by
    field_simp
  rw [h1, h2, abs_mul, abs_of_pos hpos]
  exact mul_right_inj' hpos.ne'

/-- For positive `hbar` and mass, a neutron slower than sound that is scattered on the sound line to
a different wavevector gains energy: its final wavenumber exceeds the initial one. -/
theorem energy_gain {hbar m c : ℝ} (hh : 0 < hbar) (hm : 0 < m) {k p : V} (hkp : k ≠ p)
    (hc : speed hbar m k < c) (h : OnSoundLine hbar m c k p) : ‖k‖ < ‖p‖ := by
  rw [speed_lt_iff hh hm] at hc
  rw [onSoundLine_iff hh hm] at h
  have hq : 0 < ‖k - p‖ := norm_pos_iff.mpr (sub_ne_zero.mpr hkp)
  by_contra hle
  have hle' : ‖p‖ ≤ ‖k‖ := not_lt.mp hle
  have hp := norm_nonneg p
  rw [abs_of_nonneg (by nlinarith)] at h
  -- an energy loss is at most the neutron speed times the momentum transfer
  have h1 : (‖k‖ - ‖p‖) * (‖k‖ + ‖p‖) ≤ ‖k - p‖ * (2 * ‖k‖) :=
    mul_le_mul (norm_sub_norm_le k p) (by linarith) (by positivity) (norm_nonneg _)
  nlinarith [mul_lt_mul_of_pos_right hc hq]

/-- Kinematic window for fast sound, with positive `hbar` and mass: a neutron slower than sound,
scattered on the sound line to a different wavevector, gains energy, and its wavevector transfer is
bounded below and above. -/
theorem fast_sound_window {hbar m c : ℝ} (hh : 0 < hbar) (hm : 0 < m) {k p : V}
    (hkp : k ≠ p) (hc : speed hbar m k < c) (h : OnSoundLine hbar m c k p) :
    ‖k‖ < ‖p‖ ∧ 2 * (soundWavenumber hbar m c - ‖k‖) ≤ ‖k - p‖ ∧
      ‖k - p‖ ≤ 2 * (soundWavenumber hbar m c + ‖k‖) := by
  have hgain := energy_gain hh hm hkp hc h
  rw [onSoundLine_iff hh hm] at h
  have hq : 0 < ‖k - p‖ := norm_pos_iff.mpr (sub_ne_zero.mpr hkp)
  have hk := norm_nonneg k
  rw [abs_of_nonpos (by nlinarith)] at h
  -- the two triangle inequalities for the final wavenumber
  have t1 : ‖p‖ ≤ ‖k‖ + ‖k - p‖ := by
    have := norm_sub_norm_le p k
    rw [norm_sub_rev] at this
    linarith
  have t2 : ‖k - p‖ ≤ ‖k‖ + ‖p‖ := norm_sub_le k p
  have s1 : ‖p‖ ^ 2 ≤ (‖k‖ + ‖k - p‖) ^ 2 := sq_le_sq' (by linarith) t1
  have s2 : (‖k - p‖ - ‖k‖) ^ 2 ≤ ‖p‖ ^ 2 := sq_le_sq' (by linarith) (by linarith)
  refine ⟨hgain, ?_, ?_⟩
  · refine le_of_mul_le_mul_right ?_ hq
    nlinarith
  · refine le_of_mul_le_mul_right ?_ hq
    nlinarith

variable [InnerProductSpace ℝ V]

/-- If some unit vector is perpendicular to `k`, there is a transfer vector of any length
`q ≥ 0` with any inner product `r` with `k` that satisfies `|r| ≤ q ‖k‖`. -/
theorem exists_transfer {k e : V} (he : ‖e‖ = 1) (hke : ⟪k, e⟫_ℝ = 0) {q r : ℝ}
    (hq : 0 ≤ q) (hr : |r| ≤ q * ‖k‖) : ∃ Q : V, ‖Q‖ = q ∧ ⟪k, Q⟫_ℝ = r := by
  by_cases hk : k = 0
  · subst hk
    have hr0 : r = 0 := by simpa using hr
    exact ⟨q • e, by rw [norm_smul, he, Real.norm_of_nonneg hq, mul_one],
      by rw [inner_zero_left, hr0]⟩
  · have hpos : 0 < ‖k‖ := norm_pos_iff.mpr hk
    -- component `a` along `k`, component `b` along `e`
    obtain ⟨a, ha⟩ : ∃ a : ℝ, a * ‖k‖ ^ 2 = r :=
      ⟨r / ‖k‖ ^ 2, div_mul_cancel₀ r (pow_ne_zero 2 hpos.ne')⟩
    have h1 : |a * ‖k‖| ≤ q := by
      refine le_of_mul_le_mul_right ?_ hpos
      have h2 : a * ‖k‖ * ‖k‖ = r := by linear_combination ha
      have h3 : |a * ‖k‖| * ‖k‖ = |r| := by
        rw [← h2, abs_mul (a * ‖k‖) ‖k‖, abs_of_pos hpos]
      rw [h3]
      exact hr
    have h4 : (a * ‖k‖) ^ 2 ≤ q ^ 2 := sq_le_sq' (abs_le.mp h1).1 (abs_le.mp h1).2
    obtain ⟨b, hb⟩ : ∃ b : ℝ, b ^ 2 = q ^ 2 - (a * ‖k‖) ^ 2 :=
      ⟨√(q ^ 2 - (a * ‖k‖) ^ 2), Real.sq_sqrt (by linarith)⟩
    refine ⟨a • k + b • e, (sq_eq_sq₀ (norm_nonneg _) hq).mp ?_, ?_⟩
    · rw [norm_add_sq_real, real_inner_smul_left, real_inner_smul_right, hke, norm_smul,
        norm_smul, he, mul_pow, mul_one, Real.norm_eq_abs, Real.norm_eq_abs, sq_abs, sq_abs]
      linear_combination hb
    · rw [inner_add_right, real_inner_smul_right, real_inner_smul_right, hke,
        real_inner_self_eq_norm_sq]
      linear_combination ha

/-- Let `hbar` and the mass be positive. If some unit vector is perpendicular to `k`, a neutron
slower than sound reaches the sound line at a transfer `q > 0` exactly when `q` lies in the
kinematic window. -/
theorem fast_sound_reachable_iff {hbar m c : ℝ} (hh : 0 < hbar) (hm : 0 < m) {k e : V}
    (he : ‖e‖ = 1) (hke : ⟪k, e⟫_ℝ = 0) (hc : speed hbar m k < c) {q : ℝ} (hq : 0 < q) :
    (∃ p : V, ‖k - p‖ = q ∧ OnSoundLine hbar m c k p) ↔
      2 * (soundWavenumber hbar m c - ‖k‖) ≤ q ∧
        q ≤ 2 * (soundWavenumber hbar m c + ‖k‖) := by
  constructor
  · rintro ⟨p, rfl, h⟩
    exact (fast_sound_window hh hm (sub_ne_zero.mp (norm_pos_iff.mp hq)) hc h).2
  · rintro ⟨hlo, hhi⟩
    rw [speed_lt_iff hh hm] at hc
    have hκ : 0 < soundWavenumber hbar m c := lt_of_le_of_lt (norm_nonneg k) hc
    -- the projection on `k` is fixed by energy conservation
    obtain ⟨Q, hQ, hkQ⟩ := exists_transfer he hke
      (r := q * (2 * soundWavenumber hbar m c - q) / 2) hq.le
      (abs_le.mpr ⟨by nlinarith, by nlinarith⟩)
    have hd : ‖k - (k + Q)‖ = q := by
      rw [show k - (k + Q) = -Q by abel, norm_neg, hQ]
    refine ⟨k + Q, hd, ?_⟩
    rw [onSoundLine_iff hh hm, hd, norm_add_sq_real, hQ, hkQ,
      abs_of_nonpos (by nlinarith [mul_pos hκ hq])]
    ring

/-- Let `hbar` and the mass be positive. If some unit vector is perpendicular to `k` and `c > 0`,
the sound line is reached with energy loss at every transfer `q > 0` up to twice the excess of the
neutron wavenumber over that of a neutron moving at the speed of sound. -/
theorem slow_sound_reachable {hbar m c : ℝ} (hh : 0 < hbar) (hm : 0 < m) (hc : 0 < c)
    {k e : V} (he : ‖e‖ = 1) (hke : ⟪k, e⟫_ℝ = 0) {q : ℝ} (hq : 0 < q)
    (hqk : q ≤ 2 * (‖k‖ - soundWavenumber hbar m c)) :
    ∃ p : V, ‖k - p‖ = q ∧ OnSoundLine hbar m c k p ∧ ‖p‖ < ‖k‖ := by
  have hκ : 0 < soundWavenumber hbar m c := by
    unfold soundWavenumber
    positivity
  have hκq := mul_pos hκ hq
  obtain ⟨Q, hQ, hkQ⟩ := exists_transfer he hke
    (r := -(q * (2 * soundWavenumber hbar m c + q) / 2)) hq.le
    (abs_le.mpr ⟨by nlinarith, by nlinarith [mul_nonneg hq.le (norm_nonneg k)]⟩)
  have hd : ‖k - (k + Q)‖ = q := by
    rw [show k - (k + Q) = -Q by abel, norm_neg, hQ]
  have hp : ‖k + Q‖ ^ 2 = ‖k‖ ^ 2 - 2 * soundWavenumber hbar m c * q := by
    rw [norm_add_sq_real, hQ, hkQ]
    ring
  refine ⟨k + Q, hd, ?_, ?_⟩
  · rw [onSoundLine_iff hh hm, hd, hp, abs_of_nonneg (by nlinarith)]
    ring
  · exact lt_of_pow_lt_pow_left₀ 2 (norm_nonneg k) (by nlinarith)

end

end NeutronFastSound
```

```lean
#print axioms NeutronFastSound.fast_sound_reachable_iff
#print axioms NeutronFastSound.slow_sound_reachable
```

```
'NeutronFastSound.fast_sound_reachable_iff' depends on axioms: [propext, Classical.choice, Quot.sound]
'NeutronFastSound.slow_sound_reachable' depends on axioms: [propext, Classical.choice, Quot.sound]
```

## From the inequalities to the Lean proof

`speed_lt_iff` and `onSoundLine_iff` restate the speed condition and the energy balance in terms of wavenumbers; the second cancels the positive factor $\hbar^2/2m$.

`energy_gain` argues by contradiction. Its `h1` is the bound on the factored difference of squares, and `nlinarith` compares it with $\|k\|<\kappa$ multiplied by $q$.

In `fast_sound_window`, `t1` and `t2` are triangle inequalities, and `s1` and `s2` their squared forms. The energy gain supplies the other sign needed for `s2`. `le_of_mul_le_mul_right` then divides by $q$.

`exists_transfer` builds $Q$ from its components, treating $k=0$ separately. It checks the length by expanding $\|ak+be\|^2$ and the projection by linearity.

In `fast_sound_reachable_iff`, one direction is the window theorem; the other inserts the energy-gain projection and takes $p=k+Q$. `slow_sound_reachable` repeats this with the energy-loss projection and obtains $\|p\|<\|k\|$ from $\|p\|^2=\|k\|^2-2\kappa q$.
